# The 2n+1 theorem for H ψ = e S ψ with a parameter-dependent overlap

## A two-level example

Take a real two-level system with a Hamiltonian and an overlap matrix that both depend on a parameter x:

H(x) = (1, x; x, 0),  S(x) = (1 + x², 0; 0, 1).

The semicolon separates rows. The vector ψ(x) = (1, x) satisfies H ψ = S ψ = (1 + x², x), so it is a generalized eigenvector with eigenvalue e = 1 for every x. It rotates as x changes.

Now keep the vector φ = (1, 0), which is correct only at x = 0. Its error is δ = φ − ψ = (0, −x), of first order in x. Its energy, normalized with the overlap, is

⟨φ, H φ⟩ / ⟨φ, S φ⟩ = 1 / (1 + x²),

and the energy error is

1 / (1 + x²) − 1 = −x² / (1 + x²).

This is of second order. The numerator is what δ alone contributes: ⟨δ, H δ⟩ − e ⟨δ, S δ⟩ = 0 − x². Everything linear in δ has cancelled, although S changes with x.

## Why the overlap moves with the atoms

With ultrasoft pseudopotentials the orbitals obey H ψ = e S ψ, where S is the identity plus terms built from projectors centred on the atoms. In a phonon calculation x is the amplitude of an atomic displacement. The projectors follow the atoms, so S depends on x as H does.

For one eigenvalue of a given family H(x), S(x), the theorem says that an orbital known through first order in the displacement gives the energy with an error of fourth order. The second-order term, the kind needed for harmonic force constants, is then already correct.

## The statement and its hypotheses

Let H(x) and S(x) be symmetric, with H(x) ψ(x) = e(x) S(x) ψ(x) for all real x. Let H, S and ψ be continuous at 0, S(0) positive definite and ψ(0) nonzero. For every n = 0, 1, 2, …, if

φ(x) − ψ(x) = O(x^(n+1)) as x → 0,

then

⟨φ, H φ⟩ / ⟨φ, S φ⟩ − e = O(x^(2n+2)) as x → 0.

In the Lean file the state space `E` is a real or complex inner product space of any dimension. The type `E →L[𝕜] E` makes H(x) and S(x) bounded operators, and their continuity is in operator norm. A finite basis fits this setting; the kinetic energy on the full space of wavefunctions, being unbounded, does not.

`expect A v` is the real part of ⟨v, A v⟩, which for symmetric A is the whole value. It is not divided by a norm. `rayleigh H S v` is the quotient of two such numbers. For symmetric H and S with ⟨v, S v⟩ positive, it equals the energy of v after scaling to ⟨v, S v⟩ = 1.

`EigenFamily` collects the hypotheses. The field `posS` requires ⟨v, S(0) v⟩ > 0 for all nonzero v: at the undisplaced geometry, every nonzero state has a positive generalized norm. Continuity of e is absent from the list because it follows from the rest.

The notation `=O[𝓝 0]` means a bound by a constant multiple on some neighbourhood of 0. That neighbourhood contains x = 0 itself, so the hypothesis forces φ(0) = ψ(0). The hypothesis also asks the trial vector to follow the chosen ψ(x) in phase and length, although the energy quotient itself does not change when φ is multiplied by a nonzero number. The eigenvector ψ need not be normalized. It need not be a ground state either. For a higher state the energy error can be negative, as in the two-level example, where e = 1 is the upper eigenvalue.

The name "2n+1 theorem" often refers to a statement about coefficients: the wavefunction through order n fixes the energy through order 2n+1. The file proves the error estimate behind it and gives no formulas for energy derivatives. H(x) is also prescribed for each x, so the effect of an orbital error on a self-consistent potential, and the total energy of many electrons, are not covered.

## Cancellation of the linear terms

Fix x and write φ = ψ + δ. For a symmetric operator A,

⟨φ, A φ⟩ = ⟨ψ, A ψ⟩ + ⟨ψ, A δ⟩ + ⟨δ, A ψ⟩ + ⟨δ, A δ⟩.

Symmetry gives ⟨ψ, A δ⟩ = ⟨A ψ, δ⟩, the complex conjugate of ⟨δ, A ψ⟩. The two cross terms therefore add up to 2 Re⟨δ, A ψ⟩.

Use this for A = H and subtract e times the same identity for A = S:

⟨φ, H φ⟩ − e ⟨φ, S φ⟩ = ⟨ψ, (H − eS) ψ⟩ + 2 Re⟨δ, (H − eS) ψ⟩ + ⟨δ, (H − eS) δ⟩.

Since (H − eS) ψ = 0, the first two terms vanish. If ⟨φ, S φ⟩ is nonzero, division by it gives the exact formula

⟨φ, H φ⟩ / ⟨φ, S φ⟩ − e = (⟨δ, H δ⟩ − e ⟨δ, S δ⟩) / ⟨φ, S φ⟩.

## From the exact formula to the order in x

The numerator contains e(x), which must stay bounded near 0. Taking the inner product of the eigenvalue equation with ψ gives ⟨ψ, H ψ⟩ = e ⟨ψ, S ψ⟩. At x = 0 the factor ⟨ψ, S ψ⟩ is positive, and by continuity it stays positive nearby. There e is a quotient of two functions continuous at 0, so e is continuous at 0.

By the Cauchy–Schwarz inequality, |⟨δ, A δ⟩| ≤ ‖A‖ ‖δ‖². If ‖δ‖ ≤ C |x|^(n+1), the numerator is at most

(‖H‖ + |e| ‖S‖) C² x^(2n+2),

and the bracket is bounded near 0.

For the denominator, δ → 0 gives φ(x) → ψ(0), hence ⟨φ, S φ⟩ → d with d = ⟨ψ(0), S(0) ψ(0)⟩ > 0. Close to 0 the denominator exceeds d/2, so the energy error is at most

(2/d) (‖H‖ + |e| ‖S‖) C² x^(2n+2).

## The complete Lean file

```lean
import Mathlib

open Filter Topology Asymptotics

namespace UltrasoftPerturbation

noncomputable section

variable {𝕜 E : Type*} [RCLike 𝕜] [NormedAddCommGroup E] [InnerProductSpace 𝕜 E]

/-- The real part of the expectation value `⟨v, A v⟩`, without normalization. -/
def expect (A : E →L[𝕜] E) (v : E) : ℝ := RCLike.re (inner 𝕜 v (A v))

/-- The generalized Rayleigh quotient `⟨v, H v⟩ / ⟨v, S v⟩`, for symmetric `H` and `S` and vectors
`v` with `⟨v, S v⟩` nonzero. -/
def rayleigh (H S : E →L[𝕜] E) (v : E) : ℝ := expect H v / expect S v

/-- A generalized eigenproblem `H ψ = e S ψ` depending on a real parameter `x`, with symmetric
`H` and `S`; `H`, `S`, `ψ` are continuous at `0`, `S 0` is positive definite and `ψ 0` is
nonzero. -/
structure EigenFamily (H S : ℝ → E →L[𝕜] E) (e : ℝ → ℝ) (ψ : ℝ → E) : Prop where
  symmH : ∀ x u v, inner 𝕜 (H x u) v = inner 𝕜 u (H x v)
  symmS : ∀ x u v, inner 𝕜 (S x u) v = inner 𝕜 u (S x v)
  eigen : ∀ x, H x (ψ x) = ((e x : ℝ) : 𝕜) • S x (ψ x)
  contH : ContinuousAt H 0
  contS : ContinuousAt S 0
  contψ : ContinuousAt ψ 0
  posS : ∀ v, v ≠ 0 → 0 < expect (S 0) v
  ne : ψ 0 ≠ 0

/-- For a symmetric operator, the expectation value in `u + v` is the sum of the two separate
values and twice the real part of the cross term. -/
theorem expect_add (A : E →L[𝕜] E) (hA : ∀ u v, inner 𝕜 (A u) v = inner 𝕜 u (A v))
    (u v : E) :
    expect A (u + v) = expect A u + 2 * RCLike.re (inner 𝕜 v (A u)) + expect A v := by
  have h : RCLike.re (inner 𝕜 u (A v)) = RCLike.re (inner 𝕜 v (A u)) := by
    rw [← hA u v, ← inner_conj_symm (A u) v, RCLike.conj_re]
  simp only [expect, map_add, inner_add_left, inner_add_right]
  rw [h]
  ring

/-- The expectation value is jointly continuous in the operator and the vector. -/
theorem continuous_expect : Continuous fun p : (E →L[𝕜] E) × E => expect p.1 p.2 :=
  RCLike.continuous_re.comp
    (Continuous.inner continuous_snd (continuous_fst.clm_apply continuous_snd))

variable {H S : ℝ → E →L[𝕜] E} {e : ℝ → ℝ} {ψ : ℝ → E}

/-- Exact error formula: for a trial vector `φ` with `⟨φ, S φ⟩` nonzero, the error of the
Rayleigh quotient is quadratic in the error `φ - ψ` of the eigenvector, apart from the norm. -/
theorem rayleigh_sub (h : EigenFamily H S e ψ) (x : ℝ) (φ : E) (hφ : expect (S x) φ ≠ 0) :
    rayleigh (H x) (S x) φ - e x =
      (expect (H x) (φ - ψ x) - e x * expect (S x) (φ - ψ x)) / expect (S x) φ := by
  have hH := expect_add (H x) (h.symmH x) (ψ x) (φ - ψ x)
  have hS := expect_add (S x) (h.symmS x) (ψ x) (φ - ψ x)
  rw [add_sub_cancel] at hH hS
  -- the eigenvalue equation removes every term that is not quadratic in the error
  have h1 : ∀ v, RCLike.re (inner 𝕜 v (H x (ψ x))) =
      e x * RCLike.re (inner 𝕜 v (S x (ψ x))) := fun v => by
    rw [h.eigen x, inner_smul_right, RCLike.re_ofReal_mul]
  have h2 : expect (H x) (ψ x) = e x * expect (S x) (ψ x) := h1 (ψ x)
  have h3 := h1 (φ - ψ x)
  have key : expect (H x) (φ - ψ x) - e x * expect (S x) (φ - ψ x) =
      expect (H x) φ - e x * expect (S x) φ := by
    linear_combination e x * hS - hH - h2 - 2 * h3
  rw [key, rayleigh, sub_div, mul_div_cancel_right₀ _ hφ]

/-- The eigenvalue of the family is continuous at `0`. -/
theorem continuousAt_energy (h : EigenFamily H S e ψ) : ContinuousAt e 0 := by
  have hN : Tendsto (fun x => expect (H x) (ψ x)) (𝓝 0) (𝓝 (expect (H 0) (ψ 0))) :=
    (continuous_expect.tendsto (H 0, ψ 0)).comp (h.contH.tendsto.prodMk_nhds h.contψ.tendsto)
  have hD : Tendsto (fun x => expect (S x) (ψ x)) (𝓝 0) (𝓝 (expect (S 0) (ψ 0))) :=
    (continuous_expect.tendsto (S 0, ψ 0)).comp (h.contS.tendsto.prodMk_nhds h.contψ.tendsto)
  have h0 := (h.posS _ h.ne).ne'
  have hq : ContinuousAt (fun x => expect (H x) (ψ x) / expect (S x) (ψ x)) 0 := hN.div hD h0
  refine hq.congr ?_
  filter_upwards [hD.eventually_ne h0] with x hx
  have h2 : expect (H x) (ψ x) = e x * expect (S x) (ψ x) := by
    simp only [expect]
    rw [h.eigen x, inner_smul_right, RCLike.re_ofReal_mul]
  rw [h2, mul_div_cancel_right₀ _ hx]

/-- The `2n+1` theorem with parameter-dependent overlap: a trial vector with error
`O(x^(n+1))` gives the eigenvalue with error `O(x^(2n+2))`. -/
theorem two_n_plus_one (h : EigenFamily H S e ψ) (n : ℕ) (φ : ℝ → E)
    (hφ : (fun x => φ x - ψ x) =O[𝓝 0] fun x : ℝ => x ^ (n + 1)) :
    (fun x => rayleigh (H x) (S x) (φ x) - e x) =O[𝓝 0] fun x : ℝ => x ^ (2 * n + 2) := by
  -- expectation values in the error vector are of doubled order
  have hquad : ∀ A : ℝ → E →L[𝕜] E, ContinuousAt A 0 →
      (fun x => expect (A x) (φ x - ψ x)) =O[𝓝 0] fun x : ℝ => x ^ (2 * n + 2) := by
    intro A hA
    have h1 : (fun x => expect (A x) (φ x - ψ x)) =O[𝓝 0]
        fun x => ‖A x‖ * (‖φ x - ψ x‖ * ‖φ x - ψ x‖) := by
      refine IsBigO.of_bound 1 (Eventually.of_forall fun x => ?_)
      rw [one_mul, Real.norm_eq_abs, Real.norm_of_nonneg (by positivity)]
      calc |expect (A x) (φ x - ψ x)|
          ≤ ‖inner 𝕜 (φ x - ψ x) (A x (φ x - ψ x))‖ := RCLike.abs_re_le_norm _
        _ ≤ ‖φ x - ψ x‖ * ‖A x (φ x - ψ x)‖ := norm_inner_le_norm _ _
        _ ≤ ‖φ x - ψ x‖ * (‖A x‖ * ‖φ x - ψ x‖) := by
            gcongr
            exact (A x).le_opNorm _
        _ = ‖A x‖ * (‖φ x - ψ x‖ * ‖φ x - ψ x‖) := by ring
    have h2 := (hA.norm.tendsto.isBigO_one ℝ).mul (hφ.norm_left.mul hφ.norm_left)
    refine (h1.trans h2).congr_right fun x => ?_
    show 1 * (x ^ (n + 1) * x ^ (n + 1)) = x ^ (2 * n + 2)
    ring
  -- the norm of the trial vector stays away from zero
  have hx0 : Tendsto (fun x : ℝ => x ^ (n + 1)) (𝓝 0) (𝓝 0) := by
    simpa using (continuous_pow (n + 1)).tendsto (0 : ℝ)
  have hlim : Tendsto φ (𝓝 0) (𝓝 (ψ 0)) := by
    simpa using (hφ.trans_tendsto hx0).add h.contψ.tendsto
  have hD : Tendsto (fun x => expect (S x) (φ x)) (𝓝 0) (𝓝 (expect (S 0) (ψ 0))) :=
    (continuous_expect.tendsto (S 0, ψ 0)).comp (h.contS.tendsto.prodMk_nhds hlim)
  have h0 := (h.posS _ h.ne).ne'
  have he := ((continuousAt_energy h).tendsto.isBigO_one ℝ).mul (hquad S h.contS)
  have hnum := (hquad H h.contH).sub (he.congr_right fun x => one_mul _)
  have hall := hnum.mul ((hD.inv₀ h0).isBigO_one ℝ)
  refine (hall.congr_right fun x => mul_one _).congr' ?_ EventuallyEq.rfl
  filter_upwards [hD.eventually_ne h0] with x hx
  rw [rayleigh_sub h x (φ x) hx, div_eq_mul_inv]

/-- Two-level Hamiltonian with matrix `(1, x; x, 0)` on the real plane `ℂ`. -/
def modelH (x : ℝ) : ℂ →L[ℝ] ℂ :=
  Complex.reCLM.smulRight 1 +
    x • (Complex.reCLM.smulRight Complex.I + Complex.imCLM.smulRight 1)

/-- Two-level overlap operator with matrix `(1 + x^2, 0; 0, 1)` on the real plane `ℂ`. -/
def modelS (x : ℝ) : ℂ →L[ℝ] ℂ := 1 + x ^ 2 • Complex.reCLM.smulRight 1

/-- The two-level model has the eigenvector `1 + x i` with eigenvalue `1` and meets all conditions
of an `EigenFamily`; the fixed trial vector `1` gives the error `-x^2 / (1 + x^2)`. -/
theorem eigenFamily_witness :
    EigenFamily modelH modelS (fun _ => 1) (fun x => 1 + x • Complex.I) ∧
      ∀ x, rayleigh (modelH x) (modelS x) 1 - 1 = -x ^ 2 / (1 + x ^ 2) := by
  -- inner product and operators in components
  have hin : ∀ w z : ℂ, inner ℝ w z = w.re * z.re + w.im * z.im := fun w z => by
    rw [Complex.inner, Complex.mul_re, Complex.conj_re, Complex.conj_im]
    ring
  have hH : ∀ x z, modelH x z = ⟨z.re + x * z.im, x * z.re⟩ := fun x z => by
    apply Complex.ext <;> simp [modelH, Complex.smul_re, Complex.smul_im, -Complex.real_smul]
  have hS : ∀ x z, modelS x z = ⟨z.re + x ^ 2 * z.re, z.im⟩ := fun x z => by
    apply Complex.ext <;> simp [modelS, Complex.smul_re, Complex.smul_im, -Complex.real_smul]
  refine ⟨⟨fun x u v => ?_, fun x u v => ?_, fun x => ?_, ?_, ?_, ?_, fun v hv => ?_, ?_⟩,
    fun x => ?_⟩
  · simp only [hin, hH]
    ring
  · simp only [hin, hS]
    ring
  · simp only [hH, hS]
    apply Complex.ext <;> simp [pow_two]
  · unfold modelH
    fun_prop
  · unfold modelS
    fun_prop
  · fun_prop
  · have h1 : modelS 0 v = v := by simp [modelS]
    rw [expect, h1, real_inner_self_eq_norm_sq]
    exact pow_pos (norm_pos_iff.mpr hv) 2
  · simp
  · have h1 : expect (modelH x) 1 = 1 := by simp [expect, hin, hH]
    have h2 : expect (modelS x) 1 = 1 + x ^ 2 := by simp [expect, hin, hS]
    have h3 : 1 + x ^ 2 ≠ 0 := by positivity
    rw [rayleigh, h1, h2, eq_div_iff h3, sub_mul, div_mul_cancel₀ _ h3]
    ring

end

end UltrasoftPerturbation
```

```lean
#print axioms UltrasoftPerturbation.two_n_plus_one
-- 'UltrasoftPerturbation.two_n_plus_one' depends on axioms: [propext, Classical.choice, Quot.sound]
```

## The algebra in `expect_add` and `rayleigh_sub`

`expect_add` is the expansion of ⟨ψ + δ, A(ψ + δ)⟩. Its inner step `h` shows that the two cross terms have equal real parts.

`rayleigh_sub` applies it to H and to S with δ = φ − ψ. The step `h1` pairs the eigenvalue equation with an arbitrary vector v. Taking v = ψ removes the constant term, and taking v = δ removes the linear one. The `linear_combination` line adds these equations with the right weights, which is the subtraction done above. The last line divides by ⟨φ, S φ⟩, whose being nonzero is the hypothesis `hφ`.

## The limits in `continuousAt_energy` and `two_n_plus_one`

`continuous_expect` says that ⟨v, A v⟩ depends continuously on A and v together. `continuousAt_energy` uses it for the numerator and denominator of ⟨ψ, H ψ⟩ / ⟨ψ, S ψ⟩, then identifies this quotient with e wherever the denominator is nonzero, which includes a neighbourhood of 0.

In `two_n_plus_one`, the step `hquad` proves that ⟨δ, A δ⟩ = O(x^(2n+2)) for any operator family A continuous at 0. Its `calc` block is the Cauchy–Schwarz estimate followed by the operator-norm bound. The proof uses `hquad` once for H and once for S, the latter multiplied by the bounded function e.

The steps `hlim` and `hD` give the limits of φ and of ⟨φ, S φ⟩. Because the second limit is nonzero, the inverse of ⟨φ, S φ⟩ is bounded near 0. The final lines multiply the bounds and use `rayleigh_sub` to replace the resulting expression by the energy error.

## The two-level example in `eigenFamily_witness`

The file represents the real plane by ℂ, so (a, b) becomes a + bi. The eigenvector is then 1 + xi and the fixed trial vector is 1. After writing the inner product and both operators in components, the proof checks each condition of `EigenFamily` and computes the error −x² / (1 + x²) for every real x. This is the case n = 0, and since the error divided by x² tends to −1, the exponent 2n+2 = 2 cannot be raised there.
